# The Ihara–Bass determinant identity for finite simple graphs

Take two sites joined by one bond, and a walker that may never go straight back along the bond it has just used. The bond can be crossed in two directions, \(a\to b\) and \(b\to a\). After either crossing the only way on is back, which is forbidden, so the matrix \(B\) of allowed steps between directed edges is zero and \(\det(1-uB)=1\) for every complex \(u\).

On the sites themselves, the adjacency matrix \(A\) exchanges \(a\) and \(b\), and the diagonal matrix \(D\) of degrees is the identity. Hence

\[
\det\bigl(1-uA+u^2(D-1)\bigr)=\det\begin{pmatrix}1&-u\\-u&1\end{pmatrix}=1-u^2 .
\]

The two determinants differ by one factor \(1-u^2\). That factor is also \(\det(1-uJ)\), where \(J\) reverses directed edges. For a simple graph with \(n\) vertices and \(m\) edges, the same bookkeeping gives

\[
(1-u^2)^n\det(1-uB)=(1-u^2)^m\det\bigl(1-uA+u^2(D-1)\bigr).
\]

In Hückel theory with one orbital per site, overlap between sites neglected, equal site energies \(\alpha\), equal resonance integrals \(\beta\) along the bonds only and no electron interaction, the Hamiltonian is \(\alpha 1+\beta A\). The identity then relates non-retracing walks to the matrix \(A\), which fixes the orbital energies, taken together with the degrees in \(D\). That a given molecule is described by this Hamiltonian is a physical assumption, separate from the graph theory.

## Sites, directed edges and their matrices

The finite type `V` holds the vertices and `G` is the graph, without loops or multiple edges. All edges have equal weight.

```lean
import Mathlib

open Matrix

namespace IharaBass

noncomputable section

variable {V : Type*} [Fintype V] [DecidableEq V] (G : SimpleGraph V) [DecidableRel G.Adj]
```

A directed edge \(e\) is a term of `G.Dart`. It runs from `e.fst` to `e.snd`, and its reverse \(\bar e\) is `e.symm`. The entry \(B_{ef}\) is 1 when \(f\) starts where \(e\) ends and \(f\neq\bar e\), and 0 otherwise. Rows are therefore the earlier step; the opposite convention transposes \(B\) and leaves the determinant unchanged.

```lean
/-- The non-backtracking matrix on directed edges: a step from `e` to `f` is allowed when `f`
starts where `e` ends and `f` is not the reverse of `e`. -/
def nonBacktracking : Matrix G.Dart G.Dart ℂ :=
  Matrix.of fun e f => if f.fst = e.snd ∧ f ≠ e.symm then 1 else 0
```

The reversal matrix has \(J_{ef}=1\) exactly when \(f=\bar e\).

```lean
/-- The matrix that reverses each directed edge. -/
def reversal : Matrix G.Dart G.Dart ℂ :=
  Matrix.of fun e f => if f = e.symm then 1 else 0
```

Two incidence matrices connect vertices to directed edges. The first has \(S_{ve}=1\) when \(e\) starts at \(v\); this \(S\) is not the overlap matrix of quantum chemistry.

```lean
/-- The incidence matrix between vertices and the directed edges that start there. -/
def source : Matrix V G.Dart ℂ :=
  Matrix.of fun v e => if e.fst = v then 1 else 0
```

The second has \(T_{ve}=1\) when \(e\) ends at \(v\).

```lean
/-- The incidence matrix between vertices and the directed edges that end there. -/
def target : Matrix V G.Dart ℂ :=
  Matrix.of fun v e => if e.snd = v then 1 else 0
```

The degree matrix has \(D_{vv}=\deg v\) and zeros off the diagonal.

```lean
/-- The diagonal matrix of vertex degrees. -/
def degreeMatrix : Matrix V V ℂ :=
  Matrix.diagonal fun v => (G.degree v : ℂ)
```

The vertex side of the identity uses \(M(u)=1-uA+u^2(D-1)\).

```lean
/-- The vertex matrix `1 - u A + u² (D - 1)`, quadratic in the parameter `u`. -/
def vertexMatrix (u : ℂ) : Matrix V V ℂ :=
  1 - u • G.adjMatrix ℂ + u ^ 2 • (degreeMatrix G - 1)
```

## Products of the incidence matrices

Summing over the vertex where two steps meet gives

\[
(T^\top S)_{ef}=\sum_v T_{ve}S_{vf}=\begin{cases}1&\text{if } f \text{ starts where } e \text{ ends},\\0&\text{otherwise.}\end{cases}
\]

Such an \(f\) is either \(\bar e\), counted by \(J\), or an allowed step, counted by \(B\). Thus \(T^\top S=B+J\).

```lean
omit [DecidableRel G.Adj] in
/-- Steps from a directed edge to any edge starting at its end are the non-backtracking steps
together with the reversals. -/
theorem target_transpose_mul_source :
    (target G)ᵀ * source G = nonBacktracking G + reversal G := by
  ext e f
  simp only [Matrix.mul_apply, Matrix.transpose_apply, target, source, Matrix.of_apply,
    ite_mul, one_mul, zero_mul, Finset.sum_ite_eq, Finset.mem_univ, if_true]
  by_cases h : f = e.symm
  · subst h
    simp [nonBacktracking, reversal]
  · simp [nonBacktracking, reversal, h]
```

The proof compares entries and splits on whether `f = e.symm`, the same two cases.

Multiplying by \(J\) from the left replaces row \(e\) by row \(\bar e\). Since \(\bar e\) ends where \(e\) starts, \((JT^\top)_{ev}=T_{v\bar e}=S_{ve}\), so \(JT^\top=S^\top\). Likewise \((J^2)_{ef}=J_{\bar e f}\), which is 1 exactly when \(f=e\), so \(J^2=1\).

```lean
/-- Reversal exchanges the ends of directed edges, and reversing twice does nothing. -/
theorem reversal_relations :
    reversal G * (target G)ᵀ = (source G)ᵀ ∧ reversal G * reversal G = 1 := by
  constructor
  · ext e v
    simp only [Matrix.mul_apply, reversal, Matrix.of_apply, ite_mul, one_mul, zero_mul,
      Finset.sum_ite_eq', Finset.mem_univ, if_true]
    rfl
  · ext e f
    simp only [Matrix.mul_apply, reversal, Matrix.of_apply, ite_mul, one_mul, zero_mul,
      Finset.sum_ite_eq', Finset.mem_univ, if_true, SimpleGraph.Dart.symm_symm]
    rcases eq_or_ne e f with rfl | h
    · simp
    · simp [h, h.symm]
```

The entry \((ST^\top)_{vw}=\sum_e S_{ve}T_{we}\) counts directed edges from \(v\) to \(w\). There is one if the vertices are adjacent and none otherwise, so \(ST^\top=A\). The entry \((SS^\top)_{vw}\) counts directed edges that start at both \(v\) and \(w\): none if \(v\neq w\), and \(\deg v\) if \(v=w\). So \(SS^\top=D\).

```lean
/-- Counting directed edges by their two ends gives the adjacency matrix; counting them by
their starting vertex gives the degree matrix. -/
theorem incidence_products :
    source G * (target G)ᵀ = G.adjMatrix ℂ ∧ source G * (source G)ᵀ = degreeMatrix G := by
  constructor
  · ext v w
    rw [Matrix.mul_apply]
    by_cases h : G.Adj v w
    · -- exactly one directed edge leads from v to w
      rw [Finset.sum_eq_single (⟨(v, w), h⟩ : G.Dart)]
      · simp [source, target, h]
      · intro e _ he
        have hn : ¬(e.fst = v ∧ e.snd = w) := fun ⟨h1, h2⟩ =>
          he (SimpleGraph.Dart.toProd_injective (Prod.ext h1 h2))
        rcases not_and_or.mp hn with h' | h' <;> simp [source, target, h']
      · simp
    · rw [Finset.sum_eq_zero]
      · simp [h]
      · intro e _
        have hn : ¬(e.fst = v ∧ e.snd = w) := fun ⟨h1, h2⟩ =>
          h (by rw [← h1, ← h2]; exact e.adj)
        rcases not_and_or.mp hn with h' | h' <;> simp [source, target, h']
  · ext v w
    rw [Matrix.mul_apply, degreeMatrix]
    rcases eq_or_ne v w with rfl | h
    · rw [Matrix.diagonal_apply_eq, ← G.dart_fst_fiber_card_eq_degree v,
        Finset.card_filter, Nat.cast_sum]
      refine Finset.sum_congr rfl fun e _ => ?_
      by_cases h1 : e.fst = v <;> simp [source, h1]
    · rw [Matrix.diagonal_apply_ne _ h]
      refine Finset.sum_eq_zero fun e _ => ?_
      by_cases h1 : e.fst = v
      · have h2 : e.fst ≠ w := fun h2 => h (h1.symm.trans h2)
        simp [source, h2]
      · simp [source, h1]
```

For adjacent vertices `Finset.sum_eq_single` isolates the one contributing edge. The diagonal of \(D\) comes from Mathlib's count of the directed edges leaving a vertex.

## A factor \(1-u^2\) from every edge

Number the vertices and direct each edge towards the larger number. The \(2m\) directed edges then split into \(m\) chosen ones and their \(m\) reverses.

```lean
omit [DecidableEq V] in
/-- The edges can be oriented: the directed edges split into one chosen direction for each
edge and the reverses of these. -/
theorem exists_orientation :
    ∃ g : Fin G.edgeFinset.card ⊕ Fin G.edgeFinset.card ≃ G.Dart,
      ∀ i, g (Sum.inr i) = (g (Sum.inl i)).symm := by
  -- number the vertices and direct each edge towards the larger number
  have r := Fintype.equivFin V
  have hg : Function.Bijective (Sum.elim
      (fun e : {e : G.Dart // r e.fst < r e.snd} => e.1)
      (fun e : {e : G.Dart // r e.fst < r e.snd} => e.1.symm)) := by
    constructor
    · rintro (⟨a, ha⟩ | ⟨a, ha⟩) (⟨b, hb⟩ | ⟨b, hb⟩) h
      · exact congrArg Sum.inl (Subtype.ext h)
      · have h' : a = b.symm := h
        subst h'
        exact absurd hb (lt_asymm ha)
      · have h' : a.symm = b := h
        subst h'
        exact absurd hb (lt_asymm ha)
      · exact congrArg Sum.inr
          (Subtype.ext (SimpleGraph.Dart.symm_involutive.injective h))
    · intro e
      rcases lt_trichotomy (r e.fst) (r e.snd) with h | h | h
      · exact ⟨Sum.inl ⟨e, h⟩, rfl⟩
      · exact absurd (r.injective h) e.adj.ne
      · exact ⟨Sum.inr ⟨e.symm, h⟩, e.symm_symm⟩
  have hcard : Fintype.card {e : G.Dart // r e.fst < r e.snd} = G.edgeFinset.card := by
    have h := Fintype.card_of_bijective hg
    rw [Fintype.card_sum, G.dart_card_eq_twice_card_edges] at h
    omega
  have k := Fintype.equivFinOfCardEq hcard
  exact ⟨(Equiv.sumCongr k.symm k.symm).trans (Equiv.ofBijective _ hg), fun i => rfl⟩
```

The bijection `g` records this split: `Sum.inl i` labels a chosen direction and `Sum.inr i` its reverse. Every directed edge is reached because its two end numbers are unequal, one way or the other.

In this ordering \(J\) exchanges the two halves, and the Schur complement gives

\[
\det(1-uJ)=\det\begin{pmatrix}1&-u1\\-u1&1\end{pmatrix}=\det\bigl((1-u^2)1\bigr)=(1-u^2)^m .
\]

```lean
/-- Each undirected edge contributes a factor `1 - u²` to the determinant of `1 - u J`, where
`J` reverses directed edges. -/
theorem det_one_sub_reversal (u : ℂ) :
    (1 - u • reversal G).det = (1 - u ^ 2) ^ G.edgeFinset.card := by
  obtain ⟨g, hg⟩ := exists_orientation G
  have hg' : ∀ i, g (Sum.inl i) = (g (Sum.inr i)).symm := fun i => by
    rw [hg, SimpleGraph.Dart.symm_symm]
  have hb : (1 - u • reversal G).submatrix g g
      = Matrix.fromBlocks 1 ((-u) • 1) ((-u) • 1) 1 := by
    ext (i | i) (j | j)
    all_goals
      have h' : j = i ↔ i = j := eq_comm
      by_cases h : i = j <;> simp [reversal, ← hg, ← hg', h', h]
  have hs : (1 : Matrix (Fin G.edgeFinset.card) (Fin G.edgeFinset.card) ℂ)
      - ((-u) • 1) * ((-u) • 1) = (1 - u ^ 2) • 1 := by
    simp only [Matrix.smul_mul, Matrix.mul_smul, Matrix.one_mul]
    module
  rw [← Matrix.det_submatrix_equiv_self g, hb, Matrix.det_fromBlocks_one₁₁, hs,
    Matrix.det_smul, Matrix.det_one, Fintype.card_fin, mul_one]
```

Here `hb` is the block form after relabelling by `g`, and `hs` evaluates the Schur complement.

## From directed edges to vertices

Insert \(B=T^\top S-J\) and use \(J^2=1\) and \(JT^\top=S^\top\):

\[
\begin{aligned}
(1-uJ)(1-uB)&=(1-uJ)(1+uJ)-u(1-uJ)T^\top S\\
&=(1-u^2)1-u(T^\top-uS^\top)S .
\end{aligned}
\]

Write \(c=1-u^2\), \(X=-u(T^\top-uS^\top)\) and \(Y=S\). The right side is \(c1+XY\). In the other order,

\[
c1+YX=(1-u^2)1-uA+u^2D=M(u).
\]

Suppose \(c\neq0\). Sylvester's identity \(\det(1+c^{-1}XY)=\det(1+c^{-1}YX)\), with the factors \(c\) restored on spaces of dimension \(2m\) and \(n\), reads

\[
c^n\det(c1+XY)=c^{2m}\det(c1+YX).
\]

The left determinant is \(\det(1-uJ)\det(1-uB)=c^m\det(1-uB)\). Cancelling \(c^m\) gives the identity.

Suppose \(c=0\), that is \(u=\pm1\). If there is an edge, then \(n\) and \(m\) are positive and both sides vanish. If there is none, then \(m=0\), \(M(u)=c1\), and the determinant on the empty set of directed edges is 1, so both sides equal \(c^n\). This includes the graph with no vertices, where both sides are 1.

```lean
/-- **Ihara-Bass identity.** For a finite simple graph and every complex `u`, the determinant
of `1 - u B` on directed edges and that of `1 - u A + u² (D - 1)` on vertices agree up to
powers of `1 - u²` given by the numbers of vertices and edges. -/
theorem ihara_bass (u : ℂ) :
    (1 - u ^ 2) ^ Fintype.card V * (1 - u • nonBacktracking G).det
      = (1 - u ^ 2) ^ G.edgeFinset.card * (vertexMatrix G u).det := by
  obtain ⟨hJT, hJJ⟩ := reversal_relations G
  obtain ⟨hA, hD⟩ := incidence_products G
  have hcard := G.dart_card_eq_twice_card_edges
  -- the vertex matrix in terms of incidence matrices
  have hM : vertexMatrix G u = (1 - u ^ 2) • 1
      + source G * ((-u) • ((target G)ᵀ - u • (source G)ᵀ)) := by
    simp only [vertexMatrix, Matrix.mul_smul, Matrix.mul_sub, hA, hD]
    module
  by_cases hc : 1 - u ^ 2 = 0
  · rcases isEmpty_or_nonempty G.Dart with hE | ⟨⟨e⟩⟩
    · -- no edges: the vertex matrix is a multiple of the identity
      have hm : G.edgeFinset.card = 0 := by
        have h0 : Fintype.card G.Dart = 0 := Fintype.card_eq_zero
        omega
      have h0 : source G * ((-u) • ((target G)ᵀ - u • (source G)ᵀ)) = 0 := by
        ext v w
        simp [Matrix.mul_apply]
      rw [hM, h0, add_zero, Matrix.det_smul, Matrix.det_one, Matrix.det_isEmpty, hm,
        pow_zero]
      ring
    · -- with an edge present both sides vanish
      have hV : Fintype.card V ≠ 0 := (Fintype.card_pos_iff.mpr ⟨e.fst⟩).ne'
      have hm : G.edgeFinset.card ≠ 0 := by
        have h0 : 0 < Fintype.card G.Dart := Fintype.card_pos_iff.mpr ⟨e⟩
        omega
      rw [hc, zero_pow hV, zero_pow hm, zero_mul, zero_mul]
  · have hB : nonBacktracking G = (target G)ᵀ * source G - reversal G :=
      eq_sub_of_add_eq (target_transpose_mul_source G).symm
    have hJTS : reversal G * ((target G)ᵀ * source G) = (source G)ᵀ * source G := by
      rw [← Matrix.mul_assoc, hJT]
    have hF : (1 - u • reversal G) * (1 - u • nonBacktracking G) = (1 - u ^ 2) • 1
        + ((-u) • ((target G)ᵀ - u • (source G)ᵀ)) * source G := by
      rw [hB]
      simp only [Matrix.sub_mul, Matrix.mul_sub, Matrix.smul_mul, Matrix.mul_smul,
        Matrix.one_mul, Matrix.mul_one, smul_sub, hJTS, hJJ]
      module
    -- Sylvester's identity moves the determinant from directed edges to vertices
    have sylvester : ∀ (X : Matrix G.Dart V ℂ) (Y : Matrix V G.Dart ℂ),
        (1 - u ^ 2) ^ Fintype.card V * ((1 - u ^ 2) • 1 + X * Y).det
          = (1 - u ^ 2) ^ Fintype.card G.Dart * ((1 - u ^ 2) • 1 + Y * X).det := by
      intro X Y
      have h1 : (1 - u ^ 2) • 1 + X * Y
          = (1 - u ^ 2) • (1 + ((1 - u ^ 2)⁻¹ • X) * Y) := by
        rw [smul_add, Matrix.smul_mul, smul_smul, mul_inv_cancel₀ hc, one_smul]
      have h2 : (1 - u ^ 2) • 1 + Y * X
          = (1 - u ^ 2) • (1 + Y * ((1 - u ^ 2)⁻¹ • X)) := by
        rw [smul_add, Matrix.mul_smul, smul_smul, mul_inv_cancel₀ hc, one_smul]
      rw [h1, h2, Matrix.det_smul, Matrix.det_smul, Matrix.det_one_add_mul_comm]
      ring
    have key := sylvester ((-u) • ((target G)ᵀ - u • (source G)ᵀ)) (source G)
    rw [← hF, ← hM, Matrix.det_mul, det_one_sub_reversal, hcard] at key
    apply mul_left_cancel₀ (pow_ne_zero G.edgeFinset.card hc)
    linear_combination key
```

In words, for every finite simple graph and every complex `u`, the two determinants agree after multiplication by the stated powers, with \(n\) written `Fintype.card V` and \(m\) written `G.edgeFinset.card`. At \(u=\pm1\) on a graph with edges this says only \(0=0\).

In the proof, `hM` is the formula for \(M(u)\), `hF` the factorisation, and `sylvester` the exchange of \(XY\) and \(YX\). The equation `key` combines them, and `mul_left_cancel₀` removes \(c^m\).

## Regular graphs

If every vertex has degree \(d\), then \(D=d1\) and

\[
M(u)=\bigl(1+(d-1)u^2\bigr)1-uA .
\]

```lean
/-- For a `d`-regular graph the vertex determinant in the Ihara-Bass identity involves only
the adjacency matrix and the identity. -/
theorem ihara_bass_regular {d : ℕ} (hd : G.IsRegularOfDegree d) (u : ℂ) :
    (1 - u ^ 2) ^ Fintype.card V * (1 - u • nonBacktracking G).det
      = (1 - u ^ 2) ^ G.edgeFinset.card
        * ((1 + ((d : ℂ) - 1) * u ^ 2) • 1 - u • G.adjMatrix ℂ).det := by
  have hdeg : ∀ v, G.degree v = d := hd
  have hD : degreeMatrix G = (d : ℂ) • 1 := by
    ext i j
    rcases eq_or_ne i j with rfl | h
    · simp [degreeMatrix, hdeg]
    · simp [degreeMatrix, h]
  have hM : vertexMatrix G u
      = (1 + ((d : ℂ) - 1) * u ^ 2) • 1 - u • G.adjMatrix ℂ := by
    rw [vertexMatrix, hD]
    module
  rw [ihara_bass, hM]
```

The hypothesis `hd` states that all degrees equal `d`; substituting \(D=d1\) into the general identity finishes the proof. If \(x_k\) are the eigenvalues of \(A\), repeated according to multiplicity, so that the Hückel energies are \(\alpha+\beta x_k\), the vertex determinant is \(\prod_k\bigl(1-ux_k+(d-1)u^2\bigr)\); the Lean theorem stops at the determinant and does not state this product. On a graph with unequal degrees, \(D\) need not commute with \(A\), and the energies alone do not give such a product in general.

## Modes on directed edges and on vertices

A nonzero vector \(\varphi\) on the directed edges with \(\varphi=uB\varphi\) is an eigenvector of \(B\) with eigenvalue \(1/u\). It exists exactly when \(\det(1-uB)=0\). For \(u^2\neq1\) the powers of \(1-u^2\) are nonzero, so this determinant vanishes exactly when \(\det M(u)\) does, which means that \(M(u)\psi=0\) has a nonzero solution \(\psi\) on the vertices.

```lean
/-- For `u² ≠ 1`, the equation `φ = u B φ` has a nonzero solution on directed edges exactly
when the quadratic problem `(1 - u A + u² (D - 1)) ψ = 0` has one on vertices. -/
theorem nonBacktracking_mode_iff {u : ℂ} (hu : u ^ 2 ≠ 1) :
    (∃ φ : G.Dart → ℂ, φ ≠ 0 ∧ (1 - u • nonBacktracking G) *ᵥ φ = 0)
      ↔ ∃ ψ : V → ℂ, ψ ≠ 0 ∧ vertexMatrix G u *ᵥ ψ = 0 := by
  rw [Matrix.exists_mulVec_eq_zero_iff, Matrix.exists_mulVec_eq_zero_iff]
  have hc : 1 - u ^ 2 ≠ 0 := sub_ne_zero.mpr hu.symm
  have key := ihara_bass G u
  constructor
  · intro h
    rw [h, mul_zero] at key
    exact (mul_eq_zero.mp key.symm).resolve_left (pow_ne_zero _ hc)
  · intro h
    rw [h, mul_zero] at key
    exact (mul_eq_zero.mp key).resolve_left (pow_ne_zero _ hc)

end

end IharaBass
```

`Matrix.exists_mulVec_eq_zero_iff` translates null vectors into vanishing determinants on both sides, and each direction then cancels a nonzero power. The theorem concerns existence only: it gives no map from \(\varphi\) to \(\psi\) and compares no multiplicities. The single bond shows why \(u=\pm1\) is excluded: there \(1-uB=1\) has no nonzero null vector, while \(M(\pm1)=1\mp A\) has one.

```lean
#print axioms IharaBass.ihara_bass
-- 'IharaBass.ihara_bass' depends on axioms: [propext, Classical.choice, Quot.sound]
#print axioms IharaBass.ihara_bass_regular
-- 'IharaBass.ihara_bass_regular' depends on axioms: [propext, Classical.choice, Quot.sound]
#print axioms IharaBass.nonBacktracking_mode_iff
-- 'IharaBass.nonBacktracking_mode_iff' depends on axioms: [propext, Classical.choice, Quot.sound]
```
